# A sharp bound on the distance of a ring-polymer bead from the centroid, given the spring sum

## Beads, centroid and spring sum

In the discretised imaginary-time path-integral description of thermal equilibrium, a quantum particle is represented by a ring polymer: \(P\) copies of the particle, called beads, at positions \(q_0,\dots,q_{P-1}\). Each bead is joined to the next by a harmonic spring, and the last is joined to the first. The centroid and the spring sum are

\[
c=\frac1P\sum_i q_i,\qquad S=\sum_i\|q_{i+1}-q_i\|^2 .
\]

How far from the centroid can a single bead lie when \(S\) is given? For \(P\ge 2\), every bead \(j\) satisfies

\[
\|q_j-c\|^2\le \frac{P^2-1}{12P}\,S ,
\]

and for any chosen bead there is a ring, not all of whose beads coincide, in which that bead attains equality.

In Lean the bead labels are elements of `ZMod P`, the integers modulo \(P\), so `i + 1` leads from the last bead back to the first. `NeZero P` excludes a ring without beads. The positions lie in a real inner product space `E`. This may be the real line, where the norm is the absolute value, or ordinary three-dimensional space.

```lean
import Mathlib

open Finset

namespace RingPolymerExcursion

noncomputable section

variable {P : ℕ} [NeZero P] {E : Type*} [NormedAddCommGroup E] [InnerProductSpace ℝ E]
```

The centroid is the unweighted mean of the bead positions. The sign `•` denotes multiplication of a vector by a number.

```lean
/-- The centroid of a ring polymer with `P ≠ 0` beads: the average bead position. -/
def centroid (q : ZMod P → E) : E := (P : ℝ)⁻¹ • ∑ i, q i
```

The spring sum contains squared lengths only, without mass or spring constant. It has one term per bead, so for \(P=2\) the single pair is counted twice.

```lean
/-- The spring sum: the squared distances between neighbouring beads, added around the ring. -/
def springSum (q : ZMod P → E) : ℝ := ∑ i, ‖q (i + 1) - q i‖ ^ 2
```

Two abbreviations are needed. Counting springs from a chosen bead by \(k=0,\dots,P-1\), set

\[
w_k=\frac{k-(P-1)/2}{P}.
\]

These are signed coefficients; the name `weight` has nothing to do with a Boltzmann weight.

```lean
/-- The weight of the `k`-th spring, counted from a chosen bead, in a ring of `P ≠ 0` beads. -/
def weight (P k : ℕ) : ℝ := ((k : ℝ) - ((P : ℝ) - 1) / 2) / P
```

The second is the constant of the bound, \(A=(P^2-1)/(12P)\).

```lean
/-- The factor `(P² - 1) / (12 P)` for a ring of `P ≠ 0` beads. -/
def excursionFactor (P : ℕ) : ℝ := ((P : ℝ) ^ 2 - 1) / (12 * P)
```

## The displacement as a sum over springs

A sum over a closed ring does not depend on where the walk begins:

\[
\sum_i f(i)=\sum_{k=0}^{P-1} f(j+k).
\]

```lean
/-- A sum over all beads may be taken by walking once around the ring from any bead `j`. -/
theorem sum_around_ring {M : Type*} [AddCommMonoid M] (f : ZMod P → M) (j : ZMod P) :
    ∑ i, f i = ∑ k ∈ range P, f (j + (k : ZMod P)) := by
  rw [← Equiv.sum_comp (Equiv.addLeft j) f]
  refine Finset.sum_nbij' (fun i => i.val) (fun k => (k : ZMod P)) ?_ ?_ ?_ ?_ ?_
  · intro i _
    exact Finset.mem_range.mpr (ZMod.val_lt i)
  · intro k _
    exact Finset.mem_univ _
  · intro i _
    exact ZMod.natCast_zmod_val i
  · intro k hk
    exact ZMod.val_cast_of_lt (Finset.mem_range.mp hk)
  · intro i _
    simp
```

The proof shifts the labels by \(j\) and then matches each element of `ZMod P` with its representative between \(0\) and \(P-1\).

Next comes summation by parts. For points \(x_0,x_1,\dots\) and a real number \(b\),

\[
\sum_{k=0}^{n-1}(k-b)(x_{k+1}-x_k)=(n-1-b)\,x_n+(b+1)\,x_0-\sum_{k=0}^{n-1}x_k .
\]

For \(n=0\) both sides vanish. Passing from \(n\) to \(n+1\) adds \((n-b)(x_{n+1}-x_n)\) on the left. On the right, the coefficient of \(x_{n+1}\) is then \(n-b\), and that of \(x_n\) is \((n-1-b)-(n-b)=-1\), which is the new term of the last sum.

```lean
/-- Summation by parts along an open chain, with weights linear in the bead number. -/
theorem summation_by_parts (x : ℕ → E) (b : ℝ) (n : ℕ) :
    ∑ k ∈ range n, ((k : ℝ) - b) • (x (k + 1) - x k)
      = ((n : ℝ) - 1 - b) • x n + (b + 1) • x 0 - ∑ k ∈ range n, x k := by
  induction n with
  | zero =>
    simp only [Finset.sum_range_zero, Nat.cast_zero]
    module
  | succ n ih =>
    rw [Finset.sum_range_succ, Finset.sum_range_succ, ih]
    push_cast
    module
```

The Lean proof is this induction, with `module` collecting the coefficients of the vectors.

Now put \(x_k=q_{j+k}\), \(n=P\) and \(b=(P-1)/2\). The ring closes, so \(x_P=x_0=q_j\), and the two boundary coefficients add up to \((P-1-b)+(b+1)=P\). With the spring vectors \(d_k=q_{j+k+1}-q_{j+k}\), the right-hand side is \(Pq_j-Pc\). Division by \(P\) gives

\[
q_j-c=\sum_{k=0}^{P-1}w_k\,d_k .
\]

```lean
/-- The displacement of a bead from the centroid is a weighted sum of the spring vectors. -/
theorem excursion_eq_weighted_springs (q : ZMod P → E) (j : ZMod P) :
    q j - centroid q = ∑ k ∈ range P,
      weight P k • (q (j + (k : ZMod P) + 1) - q (j + (k : ZMod P))) := by
  have hP : (P : ℝ) ≠ 0 := Nat.cast_ne_zero.mpr (NeZero.ne P)
  have hw : ∀ (k : ℕ) (v : E),
      weight P k • v = (P : ℝ)⁻¹ • (((k : ℝ) - ((P : ℝ) - 1) / 2) • v) := by
    intro k v
    rw [smul_smul, weight, div_eq_inv_mul]
  have key := summation_by_parts (fun k : ℕ => q (j + (k : ZMod P))) (((P : ℝ) - 1) / 2) P
  -- the ring closes: bead `j + P` is bead `j`
  simp only [Nat.cast_add, Nat.cast_one, ← add_assoc, ZMod.natCast_self, Nat.cast_zero,
    add_zero] at key
  rw [← sum_around_ring q j] at key
  have h : ((P : ℝ) - 1 - ((P : ℝ) - 1) / 2) • q j + (((P : ℝ) - 1) / 2 + 1) • q j
      = (P : ℝ) • q j := by module
  simp only [hw]
  rw [← Finset.smul_sum, key, h, smul_sub, inv_smul_smul₀ hP, centroid]
```

The closure enters through `ZMod.natCast_self`, which says that \(P\) is zero as a bead label.

## The sum of the squared coefficients

The sums of \(k\) and \(k^2\) give

\[
\sum_{k=0}^{P-1}(k-b)^2=\frac{P(P-1)(2P-1)}6-bP(P-1)+Pb^2 .
\]

At \(b=(P-1)/2\) this equals \(P(P^2-1)/12\), and dividing by \(P^2\) yields

\[
\sum_{k=0}^{P-1}w_k^2=\frac{P^2-1}{12P}=A .
\]

```lean
/-- The squared spring weights add up to `(P² - 1) / (12 P)`. -/
theorem sum_weight_sq (P : ℕ) [NeZero P] :
    ∑ k ∈ range P, weight P k ^ 2 = excursionFactor P := by
  have hP : (P : ℝ) ≠ 0 := Nat.cast_ne_zero.mpr (NeZero.ne P)
  have key : ∀ (b : ℝ) (n : ℕ), ∑ k ∈ range n, ((k : ℝ) - b) ^ 2
      = (n : ℝ) * (n - 1) * (2 * n - 1) / 6 - b * n * (n - 1) + n * b ^ 2 := by
    intro b n
    induction n with
    | zero => simp
    | succ n ih =>
      rw [Finset.sum_range_succ, ih]
      push_cast
      ring
  simp only [weight, div_pow]
  rw [← Finset.sum_div, key, excursionFactor]
  field_simp
  ring
```

The inner statement `key` proves the first formula by induction for every \(b\); `field_simp` and `ring` do the substitution.

## The gap as a sum of squares

Write \(u=q_j-c\). Expanding the squares and using \(\sum_k w_kd_k=u\) and \(\sum_k w_k^2=A\),

\[
\sum_{k=0}^{P-1}\|A d_k-w_k u\|^2
=A^2S-2A\Big\langle\sum_k w_kd_k,\,u\Big\rangle+A\|u\|^2
=A\,(AS-\|u\|^2).
\]

```lean
/-- The gap in the excursion bound, times `(P² - 1) / (12 P)`, is a sum of squares. -/
theorem excursion_defect (q : ZMod P → E) (j : ZMod P) :
    ∑ k ∈ range P, ‖excursionFactor P • (q (j + (k : ZMod P) + 1) - q (j + (k : ZMod P)))
        - weight P k • (q j - centroid q)‖ ^ 2
      = excursionFactor P * (excursionFactor P * springSum q - ‖q j - centroid q‖ ^ 2) := by
  have hS : springSum q
      = ∑ k ∈ range P, ‖q (j + (k : ZMod P) + 1) - q (j + (k : ZMod P))‖ ^ 2 :=
    sum_around_ring (fun i => ‖q (i + 1) - q i‖ ^ 2) j
  have h : ∀ (A w : ℝ) (d u : E), ‖A • d - w • u‖ ^ 2
      = A ^ 2 * ‖d‖ ^ 2 - 2 * A * inner ℝ (w • d) u + w ^ 2 * ‖u‖ ^ 2 := by
    intro A w d u
    rw [norm_sub_sq_real]
    simp only [norm_smul, real_inner_smul_left, real_inner_smul_right, mul_pow,
      Real.norm_eq_abs, sq_abs]
    ring
  rw [Finset.sum_congr rfl fun k _ => h _ _ _ _, Finset.sum_add_distrib,
    Finset.sum_sub_distrib, ← Finset.mul_sum, ← Finset.mul_sum, ← Finset.sum_mul,
    ← sum_inner, ← excursion_eq_weighted_springs, sum_weight_sq, ← hS,
    real_inner_self_eq_norm_sq]
  ring
```

In the proof, `h` expands one square, and the chain of rewrites sums the three parts separately and inserts the earlier results.

For \(P\ge2\) we have \(P^2>1\), hence \(A>0\).

```lean
omit [NeZero P] in
/-- For at least two beads the factor `(P² - 1) / (12 P)` is positive. -/
theorem excursionFactor_pos (hP : 2 ≤ P) : 0 < excursionFactor P := by
  have h : (2 : ℝ) ≤ P := by exact_mod_cast hP
  exact div_pos (by nlinarith) (by linarith)
```

The left side of the identity is nonnegative, so \(A(AS-\|u\|^2)\ge0\). Dividing by \(A>0\) gives \(\|u\|^2\le AS\).

```lean
/-- In a ring of `P ≥ 2` beads, the squared distance of any bead from the centroid is at most
`(P² - 1) / (12 P)` times the spring sum. -/
theorem excursion_le (hP : 2 ≤ P) (q : ZMod P → E) (j : ZMod P) :
    ‖q j - centroid q‖ ^ 2 ≤ ((P : ℝ) ^ 2 - 1) / (12 * P) * springSum q := by
  change _ ≤ excursionFactor P * _
  have h0 : 0 ≤ excursionFactor P *
      (excursionFactor P * springSum q - ‖q j - centroid q‖ ^ 2) := by
    rw [← excursion_defect q j]
    exact Finset.sum_nonneg fun k _ => sq_nonneg _
  have h1 := (mul_nonneg_iff_of_pos_left (excursionFactor_pos hP)).mp h0
  linarith
```

The theorem holds for every configuration `q` and every bead `j`, and therefore for the bead farthest from the centroid. The condition \(P\ge2\) serves the division by \(A\); for a single bead both sides of the bound are zero.

## Equality means a parabola

If bead \(j\) attains the bound, the sum of squares vanishes, and so does each term: \(d_k=(w_k/A)\,u\). Adding the first \(k\) springs, with

\[
\sum_{m=0}^{k-1}w_m=-\frac{k(P-k)}{2P},
\]

gives

\[
q_{j+k}=q_j+k(P-k)\,a,\qquad a=-\frac{u}{2PA},\qquad 0\le k<P .
\]

Conversely, suppose that the beads have this form for some vector \(a\). Then

\[
d_k=\big[(k+1)(P-k-1)-k(P-k)\big]a=(P-1-2k)\,a=-2Pw_k\,a .
\]

This includes the closing spring \(k=P-1\), because the parabola returns to \(q_j\) at \(k=P\). Hence \(u=\sum_k w_kd_k=-2PA\,a\), every \(Ad_k-w_ku\) is zero, and the identity gives \(\|u\|^2=AS\).

```lean
/-- For `P ≥ 2`, bead `j` attains the bound exactly when the bead positions, counted from `j`,
follow a parabola `q j + k (P - k) a`. -/
theorem excursion_eq_iff (hP : 2 ≤ P) (q : ZMod P → E) (j : ZMod P) :
    ‖q j - centroid q‖ ^ 2 = ((P : ℝ) ^ 2 - 1) / (12 * P) * springSum q ↔
      ∃ a : E, ∀ k : ℕ, k < P →
        q (j + (k : ZMod P)) = q j + ((k : ℝ) * ((P : ℝ) - k)) • a := by
  change (_ = excursionFactor P * _) ↔ _
  have hA := (excursionFactor_pos hP).ne'
  have hP0 : (P : ℝ) ≠ 0 := Nat.cast_ne_zero.mpr (NeZero.ne P)
  constructor
  · intro heq
    have h := excursion_defect q j
    rw [heq, sub_self, mul_zero,
      Finset.sum_eq_zero_iff_of_nonneg (fun k _ => sq_nonneg _)] at h
    -- every spring vector is proportional to its weight; add them up
    refine ⟨(-(1 / (2 * (P : ℝ) * excursionFactor P))) • (q j - centroid q), fun k hk => ?_⟩
    induction k with
    | zero => simp
    | succ k ih =>
      have hk' : k < P := by omega
      have h2 := sub_eq_zero.mp (norm_eq_zero.mp
        ((pow_eq_zero_iff two_ne_zero).mp (h k (Finset.mem_range.mpr hk'))))
      have e : q (j + (k : ZMod P) + 1) - q (j + (k : ZMod P))
          = (weight P k / excursionFactor P) • (q j - centroid q) := by
        rw [div_eq_inv_mul, mul_smul, ← h2, inv_smul_smul₀ hA]
      have hs : weight P k / excursionFactor P
          = (((k : ℝ) + 1) * ((P : ℝ) - (k + 1)) - k * ((P : ℝ) - k))
            * (-(1 / (2 * (P : ℝ) * excursionFactor P))) := by
        unfold weight
        ring
      push_cast
      rw [← add_assoc j, eq_add_of_sub_eq e, ih hk', hs]
      module
  · rintro ⟨a, ha⟩
    have hd : ∀ k ∈ range P, q (j + (k : ZMod P) + 1) - q (j + (k : ZMod P))
        = (-(2 * (P : ℝ) * weight P k)) • a := by
      intro k hk
      have hk' := Finset.mem_range.mp hk
      have hw : -(2 * (P : ℝ) * weight P k) = (P : ℝ) - 1 - 2 * k := by
        unfold weight
        field_simp
        ring
      have e : q (j + (k : ZMod P) + 1)
          = q j + (((k : ℝ) + 1) * ((P : ℝ) - (k + 1))) • a := by
        rcases Nat.lt_or_ge (k + 1) P with h1 | h1
        · have h2 := ha (k + 1) h1
          push_cast at h2
          rwa [← add_assoc j] at h2
        · -- the last spring closes the ring
          have hkP : k + 1 = P := by omega
          have hz : ((k + 1 : ℕ) : ZMod P) = 0 := by
            rw [hkP]
            exact ZMod.natCast_self P
          have hr : (P : ℝ) = (k : ℝ) + 1 := by exact_mod_cast hkP.symm
          push_cast at hz
          rw [add_assoc j, hz, hr, sub_self, mul_zero, zero_smul, add_zero, add_zero]
      rw [e, ha k hk', hw]
      module
    have hu : q j - centroid q = (-(2 * (P : ℝ) * excursionFactor P)) • a := by
      rw [excursion_eq_weighted_springs, ← sum_weight_sq P, Finset.mul_sum,
        ← Finset.sum_neg_distrib, Finset.sum_smul]
      refine Finset.sum_congr rfl fun k hk => ?_
      rw [hd k hk]
      module
    have h0 : excursionFactor P *
        (excursionFactor P * springSum q - ‖q j - centroid q‖ ^ 2) = 0 := by
      rw [← excursion_defect q j]
      refine Finset.sum_eq_zero fun k hk => ?_
      have e : excursionFactor P • (-(2 * (P : ℝ) * weight P k)) • a
          - weight P k • (-(2 * (P : ℝ) * excursionFactor P)) • a = 0 := by module
      rw [hd k hk, hu, e]
      simp
    have h1 := (mul_eq_zero.mp h0).resolve_left hA
    linarith
```

The statement is an equivalence: equality at bead `j` on one side, the existence of a vector `a` describing all beads on the other. The parabola describes how the position depends on the label \(k\); in space, all the beads lie on one straight line. In the forward direction the springs are added by induction on `k`. In the backward direction `hd` computes the spring vectors, treating the closing spring as a separate case, and `hu` computes the displacement.

For the smallest ring, \(P=2\), the factor is \(A=1/8\). Beads at \(x\) and \(y\) have \(S=2\|x-y\|^2\), and each lies at squared distance \(\|x-y\|^2/4=AS\) from the centroid. Both beads attain the bound in every configuration, as they must, since any two points fit the parabola with \(a=y-x\).

## A ring that attains the bound

Place the chosen bead \(j\) at the origin and the bead \(k\) steps after it at \(k(P-k)\,a\). In Lean, `(i - j).val` is this number of steps, taken between \(0\) and \(P-1\).

```lean
/-- The parabolic ring: the bead `k` steps after bead `j` sits at `k (P - k) a`. -/
def parabolicRing (j : ZMod P) (a : E) : ZMod P → E :=
  fun i => (((i - j).val : ℝ) * ((P : ℝ) - ((i - j).val : ℝ))) • a
```

If \(a\neq0\), the bead one step after \(j\) sits at \((P-1)\,a\neq0\), so the ring is not constant. It has the parabolic form by construction, and bead \(j\) therefore attains equality.

```lean
/-- For `P ≥ 2` and `a ≠ 0` the parabolic ring is not constant, and its bead `j` attains
the bound. -/
theorem parabolicRing_attains (hP : 2 ≤ P) (j : ZMod P) {a : E} (ha : a ≠ 0) :
    (∃ i, parabolicRing j a i ≠ parabolicRing j a j) ∧
      ‖parabolicRing j a j - centroid (parabolicRing j a)‖ ^ 2
        = ((P : ℝ) ^ 2 - 1) / (12 * P) * springSum (parabolicRing j a) := by
  have hv : ∀ k : ℕ, k < P →
      parabolicRing j a (j + (k : ZMod P)) = ((k : ℝ) * ((P : ℝ) - k)) • a := by
    intro k hk
    simp only [parabolicRing, add_sub_cancel_left, ZMod.val_cast_of_lt hk]
  have h0 : parabolicRing j a j = 0 := by simp [parabolicRing]
  refine ⟨⟨j + ((1 : ℕ) : ZMod P), ?_⟩, (excursion_eq_iff hP _ j).mpr
    ⟨a, fun k hk => by rw [hv k hk, h0, zero_add]⟩⟩
  rw [hv 1 (by omega), h0]
  have h2 : (2 : ℝ) ≤ P := by exact_mod_cast hP
  refine smul_ne_zero (ne_of_gt ?_) ha
  push_cast
  linarith

end

end RingPolymerExcursion
```

The theorem joins the two facts: some bead `i` differs in position from bead `j`, and bead `j` satisfies the bound with an equals sign. The second part is the backward direction of the equivalence.

```lean
#print axioms RingPolymerExcursion.sum_around_ring
-- 'RingPolymerExcursion.sum_around_ring' depends on axioms: [propext, Classical.choice, Quot.sound]
#print axioms RingPolymerExcursion.excursion_le
-- 'RingPolymerExcursion.excursion_le' depends on axioms: [propext, Classical.choice, Quot.sound]
#print axioms RingPolymerExcursion.parabolicRing_attains
-- 'RingPolymerExcursion.parabolicRing_attains' depends on axioms: [propext, Classical.choice, Quot.sound]
```

## Four beads on a line

Take \(P=4\) and \(a=1\) on the real line. Starting from the chosen bead, the positions are \(0,3,4,3\), with centroid \(c=5/2\). The spring vectors are \(3,1,-1,-3\), so \(S=20\), and the factor is \(A=15/48=5/16\). The bound is \(AS=25/4\), which is exactly the squared displacement \((0-5/2)^2\) of the chosen bead. The bead at \(4\) has squared displacement \(9/4\), well below it.

## From spring sum to spring energy

In a path-integral simulation with finitely many beads and no particle exchange, the bound applies to each particle's ring in each stored configuration, whatever the external potential. If the simulation uses a periodic box, the bead positions must first be unwrapped, so that neighbouring beads are not split across the boundary. Averaging both sides over configurations bounds the thermal mean of \(\|q_j-c\|^2\) by \(A\) times the thermal mean of \(S\). With many beads this averaged bound can be very loose: for a free particle, a Gaussian calculation not carried out here shows that it is \(P-1\) times the true mean.

A simulation may report the spring energy instead of \(S\). For a particle of mass \(m\) and springs of frequency \(\omega_P\), this energy is \(V=\tfrac12 m\omega_P^2S\). Here \(\omega_P=Pk_BT/\hbar\) if the ring is sampled at \(P\) times the physical temperature \(T\), and \(\omega_P=\sqrt P\,k_BT/\hbar\) if it is sampled at \(T\) itself. In either convention the bound becomes

\[
\|q_j-c\|^2\le\frac{P^2-1}{6P}\,\frac{V}{m\omega_P^2}.
\]
